# Umbrella windows on a parabolic barrier: normalisable only for \(K>k_b\), widest spacing of centres at \(K=2k_b\)

## How stiff should the umbrella spring be on a barrier top?

If my umbrella spring is too soft for a parabolic barrier, the window has no equilibrium distribution at all. If it is only slightly stiff enough, the window means lie far from the centres I chose, and neighbours drift apart. If it is very stiff, the windows are too narrow to overlap.

For barrier curvature \(k_b>0\) and spring constant \(K>0\) centred at \(s_0\), I believe that the Boltzmann weight is integrable exactly when \(K>k_b\). The mean is then \(Ks_0/(K-k_b)\) and the variance \(k_BT/(K-k_b)\). Neighbouring means should lie within \(m\) standard deviations exactly when the centres are at most \(m\sqrt{k_BT(K-k_b)}/K\) apart, a spacing that is largest at \(K=2k_b\). Can this be derived in full, with a proof that a machine has checked?

## Stiffer than the barrier, with centres widest apart at twice its curvature

Yes. Write \(\beta=1/k_BT>0\) and let \(s\) be the collective variable. The biased energy and its weight are

\[
U(s)=-\frac{k_b s^2}{2}+\frac{K(s-s_0)^2}{2},\qquad w(s)=e^{-\beta U(s)} .
\]

**Normalisation.** Suppose \(K>k_b\), and put \(a=K-k_b\) and \(\mu=Ks_0/a\), the point of zero total force. Completing the square gives

\[
U(s)=\frac{a(s-\mu)^2}{2}+\frac{Ks_0^2}{2}-\frac{a\mu^2}{2},
\]

so \(w\) is a shifted Gaussian and all its moments are finite. If \(K\le k_b\), expand instead:

\[
U(s)=\frac{Ks_0^2}{2}-Ks_0s-\frac{(k_b-K)s^2}{2}.
\]

Wherever \(Ks_0s\ge 0\), which holds on at least a half-line, \(w(s)\ge e^{-\beta Ks_0^2/2}>0\). The integral diverges.

**Mean and variance.** For \(K>k_b\), \(w'=-\beta a(s-\mu)w\). Integrating over the line leaves no boundary term, so \(\int(s-\mu)w\,ds=0\) and the mean is \(\mu\). Similarly,

\[
0=\int\frac{d}{ds}\big[(s-\mu)w\big]ds=\int w\,ds-\beta a\int(s-\mu)^2w\,ds,
\]

so the variance is \(1/(\beta a)\).

**Overlap.** Two windows with the same \(K\), centred at \(s_0\) and \(s_1\), have means \(K|s_1-s_0|/a\) apart. Hence

\[
\frac{K}{a}|s_1-s_0|\le\frac{m}{\sqrt{\beta a}}
\iff |s_1-s_0|\le d(K),\qquad d(K)=\frac{m}{K}\sqrt{\frac{K-k_b}{\beta}} .
\]

**Widest spacing of centres.** Let \(m>0\), \(u=\sqrt{K-k_b}\) and \(v=\sqrt{k_b}\), so that \(K=u^2+v^2\). Then

\[
\frac{m}{2\sqrt{\beta k_b}}-d(K)=\frac{m(u-v)^2}{2\sqrt{\beta k_b}\,K}\ge 0,
\]

with equality exactly when \(u=v\), that is, \(K=2k_b\).

The condition \(k_b>0\) matters here. Take \(k_b=0\) and \(\beta=m=1\): then \(d(K)=1/\sqrt K\), which grows without limit as the spring softens, so no spring constant gives a widest spacing.

For umbrella sampling along one coordinate, the result gives the widest spacing of umbrella centres, for equally stiff windows, that meets this overlap criterion, as long as the free-energy profile is a parabolic barrier over the sampled range. It does not give the widest spacing of the sampled means: at the overlap limit these are \(m/\sqrt{\beta(K-k_b)}\) apart, a distance that keeps growing as \(K\) falls towards \(k_b\). So \(K=2k_b\) need not minimise the number of windows needed to cover a given range of \(s\).

## What the Lean statements say

All parameters are real numbers. `kb` is the barrier curvature, not Boltzmann's constant, and temperature enters only through `β`. `biasedEnergy` and `weight` are \(U\) and the unnormalised \(w\). `windowMean` and `windowVariance` are ratios of Lebesgue integrals over the whole line, with the normalisation integral in the denominator. `maxSpacing` is the expression \(d(K)\); `overlap_iff` gives it its physical meaning.

- `integrable_weight_iff` needs only `β > 0`; the signs of `kb` and `K` are free.
- `windowMean_eq` and `windowVariance_eq` add `kb < K`.
- `overlap_iff` also assumes `0 < kb`, and compares two windows with the same spring constant.
- `maxSpacing_optimal` assumes in addition `0 < m`, and gives both the upper bound and its attainment only at `K = 2 * kb`.
- `exists_spring_iff` says that some `K > kb` achieves the overlap exactly when the centres are at most \(m/(2\sqrt{\beta k_b})\) apart.

The model is one-dimensional and its barrier falls away forever. A real profile does not keep falling quadratically, so a soft spring there can let the window settle off the barrier instead of making the integral diverge. The overlap criterion compares equilibrium means and widths; it does not address sampling time or statistical error.

```lean
import Mathlib

open MeasureTheory

namespace UmbrellaOnBarrier

noncomputable section

/-- Energy along the collective variable `s`: a parabolic barrier of curvature `kb` plus a
harmonic umbrella of spring constant `K` centred at `s0`. -/
def biasedEnergy (kb K s0 s : ℝ) : ℝ := -kb * s ^ 2 / 2 + K * (s - s0) ^ 2 / 2

/-- Boltzmann weight of the biased energy at inverse temperature `β`. -/
def weight (β kb K s0 s : ℝ) : ℝ := Real.exp (-β * biasedEnergy kb K s0 s)

/-- Mean of the collective variable in the window centred at `s0`, for `β > 0` and `K > kb`. -/
def windowMean (β kb K s0 : ℝ) : ℝ :=
  (∫ s, s * weight β kb K s0 s) / ∫ s, weight β kb K s0 s

/-- Variance of the collective variable in the window centred at `s0`, for `β > 0` and
`K > kb`. -/
def windowVariance (β kb K s0 : ℝ) : ℝ :=
  (∫ s, (s - windowMean β kb K s0) ^ 2 * weight β kb K s0 s) / ∫ s, weight β kb K s0 s

/-- The spacing `m √((K - kb) / β) / K` of window centres, for `β > 0`, `K > 0` and `K ≥ kb`. -/
def maxSpacing (β kb K m : ℝ) : ℝ := m * √((K - kb) / β) / K

variable {β kb K s0 : ℝ}

/-- For `β > 0` and `K > kb`, all moments of the window about the point `μ` of zero total force
are finite. -/
theorem integrable_moment (hβ : 0 < β) (h : kb < K) {μ : ℝ} (hμ : (K - kb) * μ = K * s0)
    (n : ℕ) : Integrable (fun s => (s - μ) ^ n * weight β kb K s0 s) := by
  have hb : 0 < β * (K - kb) / 2 := by
    have := sub_pos.mpr h
    positivity
  have hn : (-1 : ℝ) < (n : ℝ) := lt_of_lt_of_le (by norm_num) (Nat.cast_nonneg n)
  have hg := integrable_rpow_mul_exp_neg_mul_sq hb hn
  simp only [Real.rpow_natCast] at hg
  -- completing the square turns the weight into a shifted Gaussian
  have e : (fun s => (s - μ) ^ n * weight β kb K s0 s) = fun s =>
      Real.exp (-β * (K * s0 ^ 2 / 2 - (K - kb) * μ ^ 2 / 2)) *
        ((s - μ) ^ n * Real.exp (-(β * (K - kb) / 2) * (s - μ) ^ 2)) := by
    funext s
    have hw : weight β kb K s0 s =
        Real.exp (-β * (K * s0 ^ 2 / 2 - (K - kb) * μ ^ 2 / 2)) *
          Real.exp (-(β * (K - kb) / 2) * (s - μ) ^ 2) := by
      unfold weight biasedEnergy
      rw [← Real.exp_add]
      congr 1
      linear_combination (-β * s) * hμ
    rw [hw]
    ring
  rw [e]
  exact (hg.comp_sub_right μ).const_mul _

/-- At `β > 0` the window can be normalised exactly when the umbrella is stiffer than the
barrier, `K > kb`. -/
theorem integrable_weight_iff (hβ : 0 < β) :
    Integrable (weight β kb K s0) ↔ kb < K := by
  constructor
  · intro hint
    by_contra hlt
    have hle : K ≤ kb := not_lt.mp hlt
    have p : ∀ t, 0 < weight β kb K s0 t := fun t => Real.exp_pos _
    -- on one side of the barrier top the weight stays above a positive constant
    have hc : Integrable (fun _ : ℝ => Real.exp (-β * (K * s0 ^ 2 / 2))) := by
      refine (hint.add hint.comp_neg).mono' aestronglyMeasurable_const
        (Filter.Eventually.of_forall fun s => ?_)
      rw [Real.norm_eq_abs, abs_of_pos (Real.exp_pos _)]
      change _ ≤ weight β kb K s0 s + weight β kb K s0 (-s)
      have hq := mul_nonneg hβ.le (mul_nonneg (sub_nonneg.mpr hle) (sq_nonneg s))
      rcases le_total 0 (K * s0 * s) with hs | hs
      · have : Real.exp (-β * (K * s0 ^ 2 / 2)) ≤ weight β kb K s0 s := by
          unfold weight biasedEnergy
          apply Real.exp_le_exp.mpr
          nlinarith [mul_nonneg hβ.le hs]
        linarith [p (-s)]
      · have : Real.exp (-β * (K * s0 ^ 2 / 2)) ≤ weight β kb K s0 (-s) := by
          unfold weight biasedEnergy
          apply Real.exp_le_exp.mpr
          nlinarith [mul_nonneg hβ.le (neg_nonneg.mpr hs)]
        linarith [p s]
    rcases integrable_const_iff.mp hc with h0 | hfin
    · exact Real.exp_ne_zero _ h0
    · exact absurd hfin.measure_univ_lt_top (by simp)
  · intro h
    have hne : K - kb ≠ 0 := (sub_pos.mpr h).ne'
    have hμ : (K - kb) * (K * s0 / (K - kb)) = K * s0 := by field_simp
    simpa only [pow_zero, one_mul] using integrable_moment hβ h hμ 0

/-- The slope of the Boltzmann weight is `β` times the total force times the weight. -/
theorem hasDerivAt_weight (s : ℝ) : HasDerivAt (weight β kb K s0)
    (-β * ((K - kb) * s - K * s0) * weight β kb K s0 s) s := by
  have hU : HasDerivAt (biasedEnergy kb K s0) ((K - kb) * s - K * s0) s := by
    have h1 := (((hasDerivAt_id' s).fun_pow 2).const_mul (-kb)).div_const 2
    have h2 := ((((hasDerivAt_id' s).sub_const s0).fun_pow 2).const_mul K).div_const 2
    exact (h1.fun_add h2).congr_deriv (by push_cast; ring)
  exact (hU.const_mul (-β)).exp.congr_deriv (by unfold weight; ring)

/-- For `β > 0` and `K > kb`, the first moment about the point `μ` of zero total force vanishes,
and the second is the normalisation integral divided by `β (K - kb)`. -/
theorem centred_moments (hβ : 0 < β) (h : kb < K) {μ : ℝ} (hμ : (K - kb) * μ = K * s0) :
    (∫ s, (s - μ) * weight β kb K s0 s) = 0 ∧
    (∫ s, (s - μ) ^ 2 * weight β kb K s0 s) =
      (∫ s, weight β kb K s0 s) / (β * (K - kb)) := by
  have hc : β * (K - kb) ≠ 0 := (mul_pos hβ (sub_pos.mpr h)).ne'
  have h0 : Integrable (fun s => weight β kb K s0 s) := (integrable_weight_iff hβ).mpr h
  have h1 : Integrable (fun s => (s - μ) * weight β kb K s0 s) := by
    simpa only [pow_one] using integrable_moment hβ h hμ 1
  have h2 := integrable_moment hβ h hμ 2
  have hd : ∀ s, HasDerivAt (weight β kb K s0)
      (-(β * (K - kb)) * ((s - μ) * weight β kb K s0 s)) s := fun s =>
    (hasDerivAt_weight s).congr_deriv
      (by linear_combination (-β * weight β kb K s0 s) * hμ)
  constructor
  · -- the weight has no boundary term, so the average total force is zero
    have key := integral_eq_zero_of_hasDerivAt_of_integrable hd (h1.const_mul _) h0
    rw [integral_const_mul] at key
    exact (mul_eq_zero.mp key).resolve_left (neg_ne_zero.mpr hc)
  · -- the same argument for the weight times the displacement
    have hd2 : ∀ s, HasDerivAt (fun s => (s - μ) * weight β kb K s0 s)
        (weight β kb K s0 s - β * (K - kb) * ((s - μ) ^ 2 * weight β kb K s0 s)) s :=
      fun s => (((hasDerivAt_id' s).sub_const μ).fun_mul (hd s)).congr_deriv (by ring)
    have key := integral_eq_zero_of_hasDerivAt_of_integrable hd2
      (h0.sub (h2.const_mul _)) h1
    rw [integral_sub h0 (h2.const_mul _), integral_const_mul] at key
    rw [eq_div_iff hc]
    linear_combination -key

/-- For `β > 0` and `K > kb`, the window mean is `K s0 / (K - kb)`. -/
theorem windowMean_eq (hβ : 0 < β) (h : kb < K) :
    windowMean β kb K s0 = K * s0 / (K - kb) := by
  have hne : K - kb ≠ 0 := (sub_pos.mpr h).ne'
  obtain ⟨μ, hdef⟩ : ∃ μ, μ = K * s0 / (K - kb) := ⟨_, rfl⟩
  have hμ : (K - kb) * μ = K * s0 := by rw [hdef]; field_simp
  have h0 : Integrable (fun s => weight β kb K s0 s) := (integrable_weight_iff hβ).mpr h
  have hZ : 0 < ∫ s, weight β kb K s0 s := integral_exp_pos h0
  have h1 : Integrable (fun s => (s - μ) * weight β kb K s0 s) := by
    simpa only [pow_one] using integrable_moment hβ h hμ 1
  have e : (∫ s, s * weight β kb K s0 s) = μ * ∫ s, weight β kb K s0 s := by
    calc (∫ s, s * weight β kb K s0 s)
        = ∫ s, ((s - μ) * weight β kb K s0 s + μ * weight β kb K s0 s) := by
          congr 1
          funext s
          ring
      _ = _ := by
          rw [integral_add h1 (h0.const_mul μ), integral_const_mul,
            (centred_moments hβ h hμ).1, zero_add]
  rw [← hdef, windowMean, e, mul_div_assoc, div_self hZ.ne', mul_one]

/-- For `β > 0` and `K > kb`, the window variance is `1 / (β (K - kb))`. -/
theorem windowVariance_eq (hβ : 0 < β) (h : kb < K) :
    windowVariance β kb K s0 = 1 / (β * (K - kb)) := by
  have hne : K - kb ≠ 0 := (sub_pos.mpr h).ne'
  have hμ : (K - kb) * (K * s0 / (K - kb)) = K * s0 := by field_simp
  have hZ : 0 < ∫ s, weight β kb K s0 s :=
    integral_exp_pos ((integrable_weight_iff hβ).mpr h)
  rw [windowVariance, windowMean_eq hβ h, (centred_moments hβ h hμ).2, div_right_comm,
    div_self hZ.ne']

/-- For `β > 0` and `K > kb > 0`, the means of two windows lie within `m` standard deviations
of each other exactly when their centres are at most `maxSpacing` apart. -/
theorem overlap_iff (hβ : 0 < β) (hkb : 0 < kb) (h : kb < K) (s0 s1 m : ℝ) :
    |windowMean β kb K s1 - windowMean β kb K s0| ≤ m * √(windowVariance β kb K s0) ↔
      |s1 - s0| ≤ maxSpacing β kb K m := by
  have ha : 0 < K - kb := sub_pos.mpr h
  have hK : 0 < K := hkb.trans h
  have e1 : K * s1 / (K - kb) - K * s0 / (K - kb) = K / (K - kb) * (s1 - s0) := by ring
  have e2 : √((K - kb) / β) = (K - kb) * √(1 / (β * (K - kb))) := by
    have e3 : (K - kb) / β = (K - kb) ^ 2 * (1 / (β * (K - kb))) := by field_simp
    rw [e3, Real.sqrt_mul (sq_nonneg _), Real.sqrt_sq ha.le]
  rw [windowMean_eq hβ h, windowMean_eq hβ h, windowVariance_eq hβ h, maxSpacing, e1, e2,
    abs_mul, abs_of_pos (div_pos hK ha), le_div_iff₀ hK, div_mul_eq_mul_div, div_le_iff₀ ha]
  constructor <;> intro hh <;> linarith

/-- For `β, m > 0` and `K > kb > 0`, the allowed spacing is at most `m / (2 √(β kb))`, and this
value is reached exactly at `K = 2 kb`. -/
theorem maxSpacing_optimal (hβ : 0 < β) (hkb : 0 < kb) (h : kb < K) {m : ℝ} (hm : 0 < m) :
    maxSpacing β kb K m ≤ m / (2 * √(β * kb)) ∧
      (maxSpacing β kb K m = m / (2 * √(β * kb)) ↔ K = 2 * kb) := by
  have ha : 0 < K - kb := sub_pos.mpr h
  have hK : 0 < K := hkb.trans h
  have alg : ∀ u v t : ℝ, 0 < u → 0 < v → 0 < t → m * (u / t) / (u ^ 2 + v ^ 2) =
      m / (2 * (t * v)) - m * (u - v) ^ 2 / (2 * (t * v) * (u ^ 2 + v ^ 2)) := by
    intro u v t hu hv ht
    have : u ^ 2 + v ^ 2 ≠ 0 := by positivity
    field_simp
    ring
  -- the distance to the bound is a perfect square
  have gap := alg √(K - kb) √kb √β (Real.sqrt_pos.mpr ha) (Real.sqrt_pos.mpr hkb)
    (Real.sqrt_pos.mpr hβ)
  rw [Real.sq_sqrt ha.le, Real.sq_sqrt hkb.le, sub_add_cancel, ← Real.sqrt_div ha.le,
    ← Real.sqrt_mul hβ.le] at gap
  have hD : 0 < 2 * √(β * kb) * K := by positivity
  have hq : 0 ≤ m * (√(K - kb) - √kb) ^ 2 / (2 * √(β * kb) * K) := by positivity
  unfold maxSpacing
  refine ⟨by linarith, fun heq => ?_, fun hK2 => ?_⟩
  · have hz : m * (√(K - kb) - √kb) ^ 2 / (2 * √(β * kb) * K) = 0 := by linarith
    have hz2 := (div_eq_zero_iff.mp hz).resolve_right hD.ne'
    have hz3 := (mul_eq_zero.mp hz2).resolve_left hm.ne'
    have huv : √(K - kb) = √kb := sub_eq_zero.mp ((pow_eq_zero_iff two_ne_zero).mp hz3)
    have := (Real.sqrt_inj ha.le hkb.le).mp huv
    linarith
  · have huv : √(K - kb) - √kb = 0 := by
      rw [show K - kb = kb by linarith, sub_self]
    rw [gap, huv]
    simp

/-- For `β, kb, m > 0`, some spring constant `K > kb` brings the means of two windows within `m`
standard deviations exactly when their centres are at most `m / (2 √(β kb))` apart. -/
theorem exists_spring_iff (hβ : 0 < β) (hkb : 0 < kb) {m : ℝ} (hm : 0 < m) (s0 s1 : ℝ) :
    (∃ K, kb < K ∧
      |windowMean β kb K s1 - windowMean β kb K s0| ≤ m * √(windowVariance β kb K s0)) ↔
      |s1 - s0| ≤ m / (2 * √(β * kb)) := by
  constructor
  · rintro ⟨K, h, hov⟩
    exact ((overlap_iff hβ hkb h s0 s1 m).mp hov).trans (maxSpacing_optimal hβ hkb h hm).1
  · intro hs
    have h : kb < 2 * kb := by linarith
    refine ⟨2 * kb, h, (overlap_iff hβ hkb h s0 s1 m).mpr ?_⟩
    rw [(maxSpacing_optimal hβ hkb h hm).2.mpr rfl]
    exact hs

end

end UmbrellaOnBarrier
```

```lean
#print axioms UmbrellaOnBarrier.integrable_weight_iff
-- 'UmbrellaOnBarrier.integrable_weight_iff' depends on axioms: [propext, Classical.choice, Quot.sound]
#print axioms UmbrellaOnBarrier.exists_spring_iff
-- 'UmbrellaOnBarrier.exists_spring_iff' depends on axioms: [propext, Classical.choice, Quot.sound]
```

## From the Gaussian integral to the widest spacing

`integrable_moment` completes the square and shifts Mathlib's integrability result for a power times a Gaussian. It describes \(\mu\) by the force balance `(K - kb) * μ = K * s0`, which keeps the algebra free of division.

For the divergent case, `integrable_weight_iff` avoids choosing a half-line. It adds \(w(s)\) and \(w(-s)\): one of the two is always at least \(e^{-\beta Ks_0^2/2}\). If \(w\) were integrable, this positive constant would be integrable over the whole line, a contradiction.

`hasDerivAt_weight` computes \(w'\). `centred_moments` then performs the two integrations of a derivative, using `integral_eq_zero_of_hasDerivAt_of_integrable`: when a function and its derivative are both integrable, the derivative integrates to zero. The moment lemma supplies the integrability. `windowMean_eq` splits \(s\) into \((s-\mu)+\mu\) and divides by the positive normalisation; `windowVariance_eq` divides the second moment in the same way.

In `overlap_iff`, the identity `e2` rewrites \(\sqrt{a/\beta}\) as \(a\sqrt{1/(\beta a)}\), after which both inequalities become the same one. In `maxSpacing_optimal`, `alg` is the perfect-square identity in \(u\), \(v\) and \(t=\sqrt\beta\), and `gap` applies it to the actual square roots. Non-negativity of the square gives the bound, and its vanishing forces `K = 2 * kb`. Finally, `exists_spring_iff` combines the two theorems and uses `2 * kb` as the spring that achieves the overlap.
